# A point charge centred in an even, nonnegative neutralising background: zero potential outside the cell, a positive integral inside, in one dimension

In a Wigner crystal each electron sits in a compensating background, so a finite crystal can be divided into neutral cells that may exert no influence on one another. If the potential of every cell vanishes outside that cell, must the average potential inside the crystal also equal the vacuum value?

In Lean 4 with Mathlib:

```lean
import Mathlib

open MeasureTheory Set

namespace WignerCell

noncomputable section

/-- A background density `f` on `[-a, a]` that is continuous, even and of total charge one,
so that it neutralises a unit point charge at the origin. -/
structure IsNeutralCell (a : ℝ) (f : ℝ → ℝ) : Prop where
  pos : 0 < a
  cont : ContinuousOn f (Icc (-a) a)
  even : ∀ y ∈ Icc (-a) a, f (-y) = f y
  charge : ∫ y in (-a)..a, f y = 1

/-- The one-dimensional Coulomb potential of a unit point charge at the origin together with
the opposite background charge of density `f` on `[-a, a]`. -/
def cellPotential (a : ℝ) (f : ℝ → ℝ) (x : ℝ) : ℝ :=
  -|x| + ∫ y in (-a)..a, f y * |x - y|

/-- The second moment of the background density on `[-a, a]`. -/
def secondMoment (a : ℝ) (f : ℝ → ℝ) : ℝ := ∫ y in (-a)..a, y ^ 2 * f y

/-- The potential of a finite crystal of `N` cells centred at `0, L, ..., (N - 1) L`. -/
def crystalPotential (a : ℝ) (f : ℝ → ℝ) (L : ℝ) (N : ℕ) (x : ℝ) : ℝ :=
  ∑ n ∈ Finset.range N, cellPotential a f (x - n * L)

variable {a : ℝ} {f : ℝ → ℝ}

/-- The background of a neutral cell has no dipole moment. -/
theorem dipole_eq_zero (h : IsNeutralCell a f) : ∫ y in (-a)..a, y * f y = 0 := by
  have hle : -a ≤ a := by linarith [h.pos]
  have h1 : ∫ y in (-a)..a, (-y) * f (-y) = ∫ y in (-a)..a, y * f y := by
    have h0 := intervalIntegral.integral_comp_neg (a := -a) (b := a) (fun y => y * f y)
    rw [neg_neg] at h0
    exact h0
  have h2 : ∫ y in (-a)..a, (-y) * f (-y) = -∫ y in (-a)..a, y * f y := by
    rw [← intervalIntegral.integral_neg]
    apply intervalIntegral.integral_congr
    intro y hy
    rw [uIcc_of_le hle] at hy
    dsimp only
    rw [h.even y hy]
    ring
  linarith

/-- The potential of a neutral cell vanishes at every point with `|x| ≥ a`. -/
theorem cellPotential_eq_zero (h : IsNeutralCell a f) {x : ℝ} (hx : a ≤ |x|) :
    cellPotential a f x = 0 := by
  have ha := h.pos
  have hle : -a ≤ a := by linarith
  have i1 : IntervalIntegrable f volume (-a) a := h.cont.intervalIntegrable_of_Icc hle
  have i2 : IntervalIntegrable (fun y => y * f y) volume (-a) a :=
    (continuousOn_id.mul h.cont).intervalIntegrable_of_Icc hle
  -- outside the cell the distance is linear in the source point
  rcases le_abs.1 hx with h1 | h1
  · have e : ∫ y in (-a)..a, f y * |x - y| = ∫ y in (-a)..a, (x * f y - y * f y) := by
      apply intervalIntegral.integral_congr
      intro y hy
      rw [uIcc_of_le hle] at hy
      dsimp only
      rw [abs_of_nonneg (by linarith [hy.2])]
      ring
    rw [cellPotential, e, intervalIntegral.integral_sub (i1.const_mul x) i2,
      intervalIntegral.integral_const_mul, h.charge, dipole_eq_zero h,
      abs_of_nonneg (by linarith)]
    ring
  · have e : ∫ y in (-a)..a, f y * |x - y| = ∫ y in (-a)..a, (y * f y - x * f y) := by
      apply intervalIntegral.integral_congr
      intro y hy
      rw [uIcc_of_le hle] at hy
      dsimp only
      rw [abs_of_nonpos (by linarith [hy.1])]
      ring
    rw [cellPotential, e, intervalIntegral.integral_sub i2 (i1.const_mul x),
      intervalIntegral.integral_const_mul, h.charge, dipole_eq_zero h,
      abs_of_nonpos (by linarith)]
    ring

/-- The distance to a point `y` of the cell, integrated over the cell, is `a² + y²`. -/
theorem integral_abs_sub {y : ℝ} (hy : y ∈ Icc (-a) a) :
    ∫ x in (-a)..a, |x - y| = a ^ 2 + y ^ 2 := by
  have hi : ∀ b c : ℝ, IntervalIntegrable (fun x => |x - y|) volume b c :=
    fun b c => Continuous.intervalIntegrable (by fun_prop) b c
  have h1 : ∫ x in (-a)..y, |x - y| = (y + a) ^ 2 / 2 := by
    have e : ∫ x in (-a)..y, |x - y| = ∫ x in (-a)..y, (y - x) := by
      apply intervalIntegral.integral_congr
      intro x hx
      rw [uIcc_of_le hy.1] at hx
      dsimp only
      rw [abs_of_nonpos (by linarith [hx.2])]
      ring
    rw [e, intervalIntegral.integral_sub, intervalIntegral.integral_const, integral_id,
      smul_eq_mul]
    · ring
    all_goals exact Continuous.intervalIntegrable (by fun_prop) _ _
  have h2 : ∫ x in y..a, |x - y| = (a - y) ^ 2 / 2 := by
    have e : ∫ x in y..a, |x - y| = ∫ x in y..a, (x - y) := by
      apply intervalIntegral.integral_congr
      intro x hx
      rw [uIcc_of_le hy.2] at hx
      exact abs_of_nonneg (by linarith [hx.1])
    rw [e, intervalIntegral.integral_sub, intervalIntegral.integral_const, integral_id,
      smul_eq_mul]
    · ring
    all_goals exact Continuous.intervalIntegrable (by fun_prop) _ _
  rw [← intervalIntegral.integral_add_adjacent_intervals (hi (-a) y) (hi y a), h1, h2]
  ring

/-- Over any interval `[-b, b]` containing a neutral cell, its potential integrates to the second
moment of the background. -/
theorem integral_cellPotential (h : IsNeutralCell a f) {b : ℝ} (hb : a ≤ b) :
    ∫ x in (-b)..b, cellPotential a f x = secondMoment a f := by
  have ha := h.pos
  have hle : -a ≤ a := by linarith
  -- the potential vanishes off the cell, so both intervals give the whole-line integral
  have line : ∀ c, a ≤ c →
      ∫ x in (-c)..c, cellPotential a f x = ∫ x, cellPotential a f x := by
    intro c hc
    rw [intervalIntegral.integral_of_le (by linarith)]
    apply setIntegral_eq_integral_of_forall_compl_eq_zero
    intro x hx
    apply cellPotential_eq_zero h
    by_contra hlt
    have := abs_lt.1 (not_le.1 hlt)
    exact hx ⟨by linarith [this.1], by linarith [this.2]⟩
  rw [line b hb, ← line a le_rfl]
  have hint : Integrable (Function.uncurry fun x y : ℝ => f y * |x - y|)
      ((volume.restrict (Ioc (-a) a)).prod (volume.restrict (Ioc (-a) a))) := by
    have hc : ContinuousOn (Function.uncurry fun x y : ℝ => f y * |x - y|)
        (Icc (-a) a ×ˢ Icc (-a) a) :=
      (h.cont.comp continuousOn_snd (fun p hp => hp.2)).mul
        (continuous_fst.sub continuous_snd).abs.continuousOn
    rw [Measure.prod_restrict]
    exact (hc.integrableOn_compact (isCompact_Icc.prod isCompact_Icc)).mono_set
      (prod_mono Ioc_subset_Icc_self Ioc_subset_Icc_self)
  have hout : IntervalIntegrable (fun x => ∫ y in (-a)..a, f y * |x - y|) volume (-a) a := by
    rw [intervalIntegrable_iff_integrableOn_Ioc_of_le hle]
    simp only [intervalIntegral.integral_of_le hle]
    exact hint.integral_prod_left
  -- exchange the integrals over field point and source point
  have hswap : ∫ x in (-a)..a, ∫ y in (-a)..a, f y * |x - y| =
      ∫ y in (-a)..a, ∫ x in (-a)..a, f y * |x - y| := by
    simp only [intervalIntegral.integral_of_le hle]
    exact integral_integral_swap hint
  have hin : ∫ y in (-a)..a, ∫ x in (-a)..a, f y * |x - y| =
      ∫ y in (-a)..a, (a ^ 2 * f y + y ^ 2 * f y) := by
    apply intervalIntegral.integral_congr
    intro y hy
    rw [uIcc_of_le hle] at hy
    dsimp only
    rw [intervalIntegral.integral_const_mul, integral_abs_sub hy]
    ring
  have habs : ∫ x in (-a)..a, |x| = a ^ 2 := by
    simpa using integral_abs_sub (a := a) (y := 0) ⟨by linarith, ha.le⟩
  have i1 : IntervalIntegrable f volume (-a) a := h.cont.intervalIntegrable_of_Icc hle
  have i2 : IntervalIntegrable (fun y => y ^ 2 * f y) volume (-a) a :=
    ((continuous_pow 2).continuousOn.mul h.cont).intervalIntegrable_of_Icc hle
  have i3 : IntervalIntegrable (fun x : ℝ => -|x|) volume (-a) a :=
    Continuous.intervalIntegrable (by fun_prop) _ _
  unfold cellPotential secondMoment
  rw [intervalIntegral.integral_add i3 hout, intervalIntegral.integral_neg, habs, hswap, hin,
    intervalIntegral.integral_add (i1.const_mul _) i2, intervalIntegral.integral_const_mul,
    h.charge]
  ring

/-- For a neutral cell with a nonnegative background the potential vanishes for `|x| ≥ a`, yet its
integral over the line is the second moment of the background, which is strictly positive. -/
theorem neutral_cell_shift (h : IsNeutralCell a f) (hf : ∀ y ∈ Icc (-a) a, 0 ≤ f y) :
    (∀ x, a ≤ |x| → cellPotential a f x = 0) ∧
      ∫ x, cellPotential a f x = secondMoment a f ∧ 0 < secondMoment a f := by
  have ha := h.pos
  have hle : -a ≤ a := by linarith
  refine ⟨fun x hx => cellPotential_eq_zero h hx, ?_, ?_⟩
  · rw [← integral_cellPotential h le_rfl, intervalIntegral.integral_of_le hle]
    symm
    apply setIntegral_eq_integral_of_forall_compl_eq_zero
    intro x hx
    apply cellPotential_eq_zero h
    by_contra hlt
    have := abs_lt.1 (not_le.1 hlt)
    exact hx ⟨this.1, this.2.le⟩
  · apply intervalIntegral.integral_pos (by linarith)
      ((continuous_pow 2).continuousOn.mul h.cont)
    · exact fun y hy => mul_nonneg (sq_nonneg y) (hf y (Ioc_subset_Icc_self hy))
    · -- otherwise the background would vanish away from the origin and carry no charge
      by_contra hno
      have hz : ∫ y in (-a)..a, f y = ∫ y in (-a)..a, (0 : ℝ) := by
        apply intervalIntegral.integral_congr_ae
        filter_upwards [compl_mem_ae_iff.2 (measure_singleton (0 : ℝ))] with y hy hyI
        rw [uIoc_of_le hle] at hyI
        have hy0 : y ≠ 0 := hy
        have hyc := Ioc_subset_Icc_self hyI
        by_contra hne
        have hpos : 0 < f y := lt_of_le_of_ne (hf y hyc) (Ne.symm hne)
        exact hno ⟨y, hyc, mul_pos (by positivity) hpos⟩
      rw [h.charge, intervalIntegral.integral_zero] at hz
      exact one_ne_zero hz

/-- The potential of a finite crystal of neutral cells vanishes to the left of its first cell
and to the right of its last cell. -/
theorem crystalPotential_outside (h : IsNeutralCell a f) {L : ℝ} (hL : 0 ≤ L) (N : ℕ) {x : ℝ}
    (hx : x ≤ -a ∨ (N : ℝ) * L - L + a ≤ x) : crystalPotential a f L N x = 0 := by
  apply Finset.sum_eq_zero
  intro n hn
  apply cellPotential_eq_zero h
  have hnN : (n : ℝ) + 1 ≤ N := by exact_mod_cast Finset.mem_range.1 hn
  have hn0 : 0 ≤ (n : ℝ) * L := by positivity
  rcases hx with hx | hx
  · exact le_abs.2 (Or.inr (by linarith))
  · exact le_abs.2 (Or.inl (by nlinarith [mul_le_mul_of_nonneg_right hnN hL]))

/-- In a crystal of `N` non-overlapping neutral cells, the total potential integrated over
any one cell of length `L` is the second moment of the background. -/
theorem crystal_cell_integral (h : IsNeutralCell a f) {L : ℝ} (hL : 2 * a ≤ L) {N k : ℕ}
    (hk : k < N) :
    ∫ x in (k * L - L / 2)..(k * L + L / 2), crystalPotential a f L N x =
      secondMoment a f := by
  have ha := h.pos
  have hL0 : 0 ≤ L := by linarith
  -- only the cell's own charges contribute inside it
  have e : ∫ x in (k * L - L / 2)..(k * L + L / 2), crystalPotential a f L N x =
      ∫ x in (k * L - L / 2)..(k * L + L / 2), cellPotential a f (x - k * L) := by
    apply intervalIntegral.integral_congr
    intro x hx
    rw [uIcc_of_le (by linarith)] at hx
    obtain ⟨hx1, hx2⟩ := hx
    apply Finset.sum_eq_single k
    · intro n _ hnk
      apply cellPotential_eq_zero h
      rcases lt_or_gt_of_ne hnk with hlt | hgt
      · have hc : (n : ℝ) + 1 ≤ k := by exact_mod_cast hlt
        exact le_abs.2 (Or.inl (by nlinarith [mul_le_mul_of_nonneg_right hc hL0]))
      · have hc : (k : ℝ) + 1 ≤ n := by exact_mod_cast hgt
        exact le_abs.2 (Or.inr (by nlinarith [mul_le_mul_of_nonneg_right hc hL0]))
    · exact fun hnot => absurd (Finset.mem_range.2 hk) hnot
  rw [e, intervalIntegral.integral_comp_sub_right (fun x => cellPotential a f x) (k * L),
    show (k : ℝ) * L - L / 2 - k * L = -(L / 2) by ring,
    show (k : ℝ) * L + L / 2 - k * L = L / 2 by ring]
  exact integral_cellPotential h (by linarith)

/-- The uniform background `1 / (2a)`, for `a > 0`, forms a neutral cell with second moment
`a² / 3`. -/
theorem uniform_witness (ha : 0 < a) :
    IsNeutralCell a (fun _ => 1 / (2 * a)) ∧
      secondMoment a (fun _ => 1 / (2 * a)) = a ^ 2 / 3 := by
  have hne : a ≠ 0 := ha.ne'
  refine ⟨⟨ha, continuousOn_const, fun _ _ => rfl, ?_⟩, ?_⟩
  · rw [intervalIntegral.integral_const, smul_eq_mul, sub_neg_eq_add, ← two_mul]
    exact mul_one_div_cancel (by positivity)
  · have hp : ∫ y in (-a)..a, y ^ 2 = 2 * a ^ 3 / 3 := by
      rw [integral_pow]
      push_cast
      ring
    rw [secondMoment, intervalIntegral.integral_mul_const, hp]
    field_simp

end

end WignerCell
```

## The cell and its integrated potential

The cell has half-width $a>0$, a unit point charge at the origin and an opposite background of density $f$ on $[-a,a]$. Its potential, `cellPotential`, is

$$u(x)=-|x|+\int_{-a}^{a} f(y)\,|x-y|\,dy .$$

The structure `IsNeutralCell a f` collects four conditions: $a$ is positive, $f$ is continuous on the closed interval, $f$ is even there, and its integral is 1. The last condition is charge neutrality. Although `f` has type `ℝ → ℝ`, only its values on $[-a,a]$ enter. The second moment of the background, `secondMoment`, is

$$M=\int_{-a}^{a}y^2f(y)\,dy .$$

The theorem `neutral_cell_shift` adds the hypothesis that $f$ is nonnegative on the cell, and concludes that

$$u(x)=0\ \text{ for } |x|\ge a,\qquad \int_{-\infty}^{\infty}u(x)\,dx=M,\qquad M>0 .$$

Only the last of these uses nonnegativity.

For a crystal, $N$ copies of the cell are centred at $nL$ with $n=0,\dots,N-1$, and `crystalPotential` adds their potentials. If $L\ge 2a$, so that the cells do not overlap, `crystal_cell_integral` says that the total potential integrated over $[kL-L/2,\,kL+L/2]$ is $M$ for every $k<N$. This value depends neither on $k$ nor on $N$. By `crystalPotential_outside`, the total potential vanishes for $x\le -a$ and for $x\ge (N-1)L+a$.

So the answer to the opening question is no, for a nonnegative background. Dividing the integral by the length $L$ of the interval gives an average potential of $M/L>0$ inside the crystal, measured from a vacuum value of zero on both sides.

## Fixed charges on a line

The potential $-|x|$ belongs to a unit charge in one dimension, in units where $u''=-2\rho$ for a charge density $\rho$. Physically each point charge stands for a uniformly charged plane, and the background for a slab whose density varies only along the normal to that plane; these are not point electrons in three dimensions. If charge is counted in units of the electron's charge, $u$ is proportional to the potential energy of a further electron, and the electrostatic potential has the opposite sign.

The crystal is classical and static. The positions $nL$ are prescribed, kinetic energy and zero-point motion are left out, and nothing here shows that electrons would localise. The number of cells is finite, and no infinite-crystal limit is taken.

The result bears on the zero of potential in electronic-structure calculations. Periodic codes commonly set the cell average of the electrostatic potential to zero, whereas for this finite one-dimensional array of fixed charges the vacuum reference gives $u$ the nonzero average $M/L$.

## From a vanishing dipole to the second moment

**The dipole is zero.** Substituting $y\to -y$ and using $f(-y)=f(y)$ gives

$$\int_{-a}^{a}y f(y)\,dy=-\int_{-a}^{a}y f(y)\,dy ,$$

so the integral vanishes. In `dipole_eq_zero`, `h1` is the substitution, `h2` uses evenness, and `linarith` combines them.

**The outside potential is zero.** If $x\ge a$, then $|x-y|=x-y$ for every $y$ in the cell, and

$$u(x)=-x+x\int_{-a}^{a} f(y)\,dy-\int_{-a}^{a} y f(y)\,dy=-x+x-0=0 .$$

If $x\le -a$, then $|x-y|=y-x$ and $-|x|=x$, so $u(x)=x+0-x=0$. The two branches of `cellPotential_eq_zero` are these two cases.

**The distance integrates to a sum of two squares.** For $y\in[-a,a]$, splitting the integral at $y$ gives

$$\int_{-a}^{a}|x-y|\,dx=\frac{(y+a)^2}{2}+\frac{(a-y)^2}{2}=a^2+y^2 .$$

This is `integral_abs_sub`, with the two halves in its `h1` and `h2`. At $y=0$ it also gives $\int_{-a}^{a}|x|\,dx=a^2$.

**The potential integrates to $M$.** Since $u$ vanishes outside the cell, it is enough to integrate over $[-a,a]$. Exchanging the order of integration gives

$$\int_{-a}^{a}u(x)\,dx=-a^2+\int_{-a}^{a}f(y)\,(a^2+y^2)\,dy=-a^2+a^2+M=M .$$

In `integral_cellPotential`, `line` reduces any interval $[-b,b]$ with $b\ge a$ to the cell itself. The exchange is `hswap`. It rests on `hint`, which obtains integrability from the continuity of $f(y)|x-y|$ on a compact square. The inner integral is then evaluated in `hin`.

**The second moment is positive.** The integrand $y^2f(y)$ is continuous and nonnegative, so its integral is positive if it is positive at some point. If there were no such point, $f$ would vanish everywhere except possibly at the origin, and its integral would be 0 instead of 1. The last part of `neutral_cell_shift` makes this argument by contradiction.

**Each crystal cell sees only its own charges.** Let $x$ lie in $[kL-L/2,\,kL+L/2]$, and let $n\ne k$. Then

$$|x-nL|\ge |k-n|L-\frac{L}{2}\ge\frac{L}{2}\ge a ,$$

so the contribution of cell $n$ vanishes at $x$. In `crystal_cell_integral`, `Finset.sum_eq_single` keeps the one remaining term. The shift $x\to x-kL$ turns its integral into the single-cell integral over $[-L/2,L/2]$, which is $M$ because $L/2\ge a$. Outside the crystal, $x$ is at distance at least $a$ from every centre, so every term vanishes.

## The uniform background

For $f=1/(2a)$, `uniform_witness` confirms the cell conditions and gives $M=a^2/3$. Here the potential can be written out. For $|x|\le a$,

$$u(x)=-|x|+\frac{a^2+x^2}{2a}=\frac{(a-|x|)^2}{2a},$$

which is largest at the point charge and falls smoothly to zero at the cell edge. When the cells touch, $L=2a$, and the average potential in the crystal is $a/6$.

## A lopsided background leaks

Suppose evenness is given up, and take

$$f(y)=\frac{a+y}{2a^2}.$$

This density is continuous and nonnegative on $[-a,a]$ and has integral 1, but its dipole moment is $\int_{-a}^{a} y f(y)\,dy=a/3$. The calculation for the outside potential now gives

$$u(x)=-\frac a3\ \text{ for } x\ge a,\qquad u(x)=\frac a3\ \text{ for } x\le -a .$$

Neutrality alone therefore does not remove the outside potential. The dipole leaves a step of height $2a/3$ between the two sides, and $u$ is no longer integrable over the line.

```lean
#print axioms WignerCell.neutral_cell_shift
-- 'WignerCell.neutral_cell_shift' depends on axioms: [propext, Classical.choice, Quot.sound]
#print axioms WignerCell.crystalPotential_outside
-- 'WignerCell.crystalPotential_outside' depends on axioms: [propext, Classical.choice, Quot.sound]
#print axioms WignerCell.crystal_cell_integral
-- 'WignerCell.crystal_cell_integral' depends on axioms: [propext, Classical.choice, Quot.sound]
```
